# The Binder cumulant of N independent, identically distributed spins with zero mean is 1/N of the single-spin value

A Monte Carlo program for the Ising model with heat-bath updates can be run with the coupling and the field set to zero, and the Binder cumulant it reports for $N$ spins compared with $2/(3N)$. That number is a case of a formula for any independent, identically distributed sites with finitely many states and mean zero. If $S$ is the sum of the site values, $v>0$ the variance of one site and $m$ its fourth moment, then

$$1-\frac{\langle S^4\rangle}{3\langle S^2\rangle^2}=\frac{3-m/v^2}{3N}\qquad(N\ge 1).$$

Here $m$ is not the magnetisation per spin, which often carries that letter. The averages are exact ensemble averages. The step from them to the estimates of a finite run, with their statistical error and correlated samples, is not supplied by the hypotheses.

```lean
import Mathlib

open Finset

namespace BinderCumulant

noncomputable section
```

## Independent sites and their total spin

One site has a finite set of states $\Omega$. State $a$ has probability $w(a)\ge 0$, and $\sum_a w(a)=1$.

```lean
/-- A probability law on a finite set of states: non-negative weights with total one. -/
structure FiniteLaw (Ω : Type*) [Fintype Ω] where
  weight : Ω → ℝ
  nonneg : ∀ a, 0 ≤ weight a
  total : ∑ a, weight a = 1
```

The average of an observable $f$ over one site is $\langle f\rangle=\sum_a w(a)f(a)$.

```lean
variable {Ω : Type*} [Fintype Ω]

/-- The average of an observable over a finite law. -/
def FiniteLaw.mean (P : FiniteLaw Ω) (f : Ω → ℝ) : ℝ := ∑ a, P.weight a * f a
```

A configuration of $N$ sites is a function $s$ from the site labels `Fin N` to $\Omega$. Independence and identical distribution are built into its probability $\prod_i w(s_i)$. These probabilities add up to $\left(\sum_a w(a)\right)^N=1$. Interacting spins do not in general have a law of this form.

```lean
/-- The law of `N` independent sites, each distributed according to `P`. -/
def FiniteLaw.iid (P : FiniteLaw Ω) (N : ℕ) : FiniteLaw (Fin N → Ω) where
  weight s := ∏ i, P.weight (s i)
  nonneg s := Finset.prod_nonneg fun i _ => P.nonneg (s i)
  total := by rw [← Fintype.sum_pow, P.total, one_pow]
```

A function $x$ gives the spin value $x(a)$ of each state, and the total spin is $S_N=\sum_i x(s_i)$. It is not divided by $N$.

```lean
/-- The total spin of a configuration: the sum of the site values. -/
def totalSpin {N : ℕ} (x : Ω → ℝ) (s : Fin N → Ω) : ℝ := ∑ i, x (s i)
```

The Binder cumulant is defined for any observable $M$ with $\langle M^2\rangle\neq0$ under a finite law. It uses moments about zero, without subtracting the mean, and the convention with the factor 3 in the denominator.

```lean
/-- The Binder cumulant `1 - ⟨M⁴⟩ / (3 ⟨M²⟩²)` of an observable `M` with `⟨M²⟩ ≠ 0`. -/
def binder (P : FiniteLaw Ω) (M : Ω → ℝ) : ℝ :=
  1 - P.mean (fun a => M a ^ 4) / (3 * P.mean (fun a => M a ^ 2) ^ 2)
```

## Averaging polynomials and splitting off one site

If $f=c_0+c_1M+c_2M^2+c_3M^3+c_4M^4$, linearity gives

$$\langle f\rangle=c_0+c_1\langle M\rangle+c_2\langle M^2\rangle+c_3\langle M^3\rangle+c_4\langle M^4\rangle,$$

where the constant term uses $\sum_a w(a)=1$. The later proofs call this lemma with explicit coefficients, and `ring` confirms each expansion.

```lean
/-- The average of a quartic polynomial in an observable is the same combination of
its moments. -/
theorem FiniteLaw.mean_quartic (P : FiniteLaw Ω) (M f : Ω → ℝ) (c₀ c₁ c₂ c₃ c₄ : ℝ)
    (hf : ∀ a, f a = c₀ + c₁ * M a + c₂ * M a ^ 2 + c₃ * M a ^ 3 + c₄ * M a ^ 4) :
    P.mean f = c₀ + c₁ * P.mean M + c₂ * P.mean (fun a => M a ^ 2)
      + c₃ * P.mean (fun a => M a ^ 3) + c₄ * P.mean (fun a => M a ^ 4) := by
  have h : P.mean f = c₀ * ∑ a, P.weight a + c₁ * P.mean M
      + c₂ * P.mean (fun a => M a ^ 2)
      + c₃ * P.mean (fun a => M a ^ 3) + c₄ * P.mean (fun a => M a ^ 4) := by
    simp only [FiniteLaw.mean, Finset.mul_sum, ← Finset.sum_add_distrib]
    refine Finset.sum_congr rfl fun a _ => ?_
    rw [hf a]
    ring
  rwa [P.total, mul_one] at h
```

Since the weights factorise, a function of the total spin of $N+1$ sites can be averaged over $N$ of them while the value of the other is held fixed:

$$\langle f(S_{N+1})\rangle_{N+1}=\sum_a w(a)\,\bigl\langle f(x(a)+S_N)\bigr\rangle_N .$$

The subscript on the bracket counts the sites. In the proof, `Fin.consEquiv` identifies a configuration of $N+1$ sites with the state of its first site and a configuration of the rest.

```lean
/-- Splitting off one site: a function of the total spin of `N + 1` independent sites is
averaged first over `N` of them and then over the remaining one. -/
theorem mean_iid_succ (P : FiniteLaw Ω) (x : Ω → ℝ) (f : ℝ → ℝ) (N : ℕ) :
    (P.iid (N + 1)).mean (fun s => f (totalSpin x s)) =
      P.mean fun a => (P.iid N).mean fun s => f (x a + totalSpin x s) := by
  unfold FiniteLaw.mean
  rw [← (Fin.consEquiv (fun _ : Fin (N + 1) => Ω)).sum_comp, Fintype.sum_prod_type]
  refine Finset.sum_congr rfl fun a _ => ?_
  rw [Finset.mul_sum]
  refine Finset.sum_congr rfl fun s _ => ?_
  simp [FiniteLaw.iid, totalSpin, Fin.consEquiv, Fin.prod_univ_succ, Fin.sum_univ_succ,
    mul_assoc]
```

## The first, second and fourth moments

All three moments follow by induction on $N$, starting from the empty sum $S_0=0$. For the mean, with $\langle x\rangle=0$,

$$\langle S_{N+1}\rangle_{N+1}=\langle x\rangle+\langle S_N\rangle_N=0.$$

```lean
/-- The total spin of independent sites with mean zero has mean zero. -/
theorem mean_totalSpin (P : FiniteLaw Ω) (x : Ω → ℝ) (hx : P.mean x = 0) (N : ℕ) :
    (P.iid N).mean (totalSpin x) = 0 := by
  induction N with
  | zero => simp [FiniteLaw.mean, totalSpin]
  | succ N ih =>
    have h1 : ∀ c : ℝ, (P.iid N).mean (fun s => c + totalSpin x s) = c := fun c => by
      refine Eq.trans ((P.iid N).mean_quartic (totalSpin x) _ c 1 0 0 0
        (fun s => by ring)) ?_
      rw [ih]
      ring
    refine (mean_iid_succ P x (fun t => t) N).trans ?_
    simp only [h1]
    exact hx
```

For the second moment, hold the new site at the value $c$:

$$\langle(c+S_N)^2\rangle_N=c^2+2c\,\langle S_N\rangle_N+\langle S_N^2\rangle_N=c^2+Nv.$$

This is `h2` in the proof. Averaging over the new site replaces $c^2$ by $v$, so $\langle S_{N+1}^2\rangle_{N+1}=(N+1)v$.

```lean
/-- For independent sites with mean zero and variance `v`, the second moment of the total
spin is `N v`. -/
theorem mean_totalSpin_sq (P : FiniteLaw Ω) (x : Ω → ℝ) {v : ℝ} (hx : P.mean x = 0)
    (hv : P.mean (fun a => x a ^ 2) = v) (N : ℕ) :
    (P.iid N).mean (fun s => totalSpin x s ^ 2) = N * v := by
  induction N with
  | zero => simp [FiniteLaw.mean, totalSpin]
  | succ N ih =>
    have h2 : ∀ c : ℝ, (P.iid N).mean (fun s => (c + totalSpin x s) ^ 2)
        = c ^ 2 + N * v := fun c => by
      refine Eq.trans ((P.iid N).mean_quartic (totalSpin x) _ (c ^ 2) (2 * c) 1 0 0
        (fun s => by ring)) ?_
      rw [mean_totalSpin P x hx, ih]
      ring
    refine (mean_iid_succ P x (fun t => t ^ 2) N).trans ?_
    simp only [h2]
    refine Eq.trans (P.mean_quartic x _ (N * v) 0 1 0 0 (fun a => by ring)) ?_
    rw [hv]
    push_cast
    ring
```

For the fourth moment, the claim is $\langle S_N^4\rangle_N=Nm+3N(N-1)v^2$. With the new site again held at $c$,

$$\langle(c+S_N)^4\rangle_N=c^4+4c^3\langle S_N\rangle_N+6c^2\langle S_N^2\rangle_N+4c\,\langle S_N^3\rangle_N+\langle S_N^4\rangle_N .$$

The second term vanishes because $\langle S_N\rangle_N=0$; what remains is `h4`. In the average over the new site, the cubic moment is multiplied by $\langle x\rangle=0$, so its value is never needed and the site distribution may be skewed. The result is

$$m+6Nv^2+Nm+3N(N-1)v^2=(N+1)m+3(N+1)Nv^2,$$

which is the claim for $N+1$.

```lean
/-- For independent sites with mean zero, variance `v` and fourth moment `m`, the fourth
moment of the total spin is `N m + 3 N (N - 1) v²`. -/
theorem mean_totalSpin_four (P : FiniteLaw Ω) (x : Ω → ℝ) {v m : ℝ} (hx : P.mean x = 0)
    (hv : P.mean (fun a => x a ^ 2) = v) (hm : P.mean (fun a => x a ^ 4) = m) (N : ℕ) :
    (P.iid N).mean (fun s => totalSpin x s ^ 4) = N * m + 3 * N * (N - 1) * v ^ 2 := by
  induction N with
  | zero => simp [FiniteLaw.mean, totalSpin]
  | succ N ih =>
    -- average over the other N sites, with the value c of the new site held fixed
    have h4 : ∀ c : ℝ, (P.iid N).mean (fun s => (c + totalSpin x s) ^ 4)
        = c ^ 4 + 6 * c ^ 2 * (N * v)
          + 4 * c * (P.iid N).mean (fun s => totalSpin x s ^ 3)
          + (N * m + 3 * N * (N - 1) * v ^ 2) := fun c => by
      refine Eq.trans ((P.iid N).mean_quartic (totalSpin x) _ (c ^ 4) (4 * c ^ 3)
        (6 * c ^ 2) (4 * c) 1 (fun s => by ring)) ?_
      rw [mean_totalSpin P x hx, mean_totalSpin_sq P x hx hv, ih]
      ring
    refine (mean_iid_succ P x (fun t => t ^ 4) N).trans ?_
    simp only [h4]
    -- the cubic moment multiplies the mean of the new site and drops out
    refine Eq.trans (P.mean_quartic x _ (N * m + 3 * N * (N - 1) * v ^ 2)
      (4 * (P.iid N).mean (fun s => totalSpin x s ^ 3)) (6 * (N * v)) 0 1
      (fun a => by ring)) ?_
    rw [hx, hv, hm]
    push_cast
    ring
```

## The cumulant of the total spin

Substituting the moments gives

$$1-\frac{Nm+3N(N-1)v^2}{3N^2v^2}=1-\frac{m}{3Nv^2}-\frac{N-1}{N}=\frac{3-m/v^2}{3N}.$$

The theorem takes a law `P`, a spin function `x` and the hypotheses `hx`, `hv` and `hm`, which say that one site has mean zero, second moment $v$ and fourth moment $m$. The conditions $N\ge1$ and $v>0$ make the denominator nonzero, as `field_simp` requires to clear the fractions.

```lean
/-- The Binder cumulant of the total spin of `N ≥ 1` independent, identically distributed
sites with mean zero, variance `v > 0` and fourth moment `m` is `(3 - m/v²) / (3N)`. -/
theorem binder_totalSpin (P : FiniteLaw Ω) (x : Ω → ℝ) {v m : ℝ} {N : ℕ} (hN : 1 ≤ N)
    (hx : P.mean x = 0) (hv : P.mean (fun a => x a ^ 2) = v)
    (hm : P.mean (fun a => x a ^ 4) = m) (hpos : 0 < v) :
    binder (P.iid N) (totalSpin x) = (3 - m / v ^ 2) / (3 * N) := by
  have hN' : (N : ℝ) ≠ 0 := Nat.cast_ne_zero.mpr (by omega)
  have hv' : v ≠ 0 := hpos.ne'
  unfold binder
  rw [mean_totalSpin_four P x hx hv hm, mean_totalSpin_sq P x hx hv]
  field_simp
  ring
```

For a constant $c\neq0$, the observable $cM$ has second moment $c^2\langle M^2\rangle$ and fourth moment $c^4\langle M^4\rangle$. The factor $c^4$ cancels in the ratio. With $c=1/N$, the magnetisation per spin therefore has the same cumulant as the total.

```lean
/-- Multiplying an observable by a nonzero constant leaves its Binder cumulant unchanged. -/
theorem binder_const_mul (P : FiniteLaw Ω) (M : Ω → ℝ) {c : ℝ} (hc : c ≠ 0) :
    binder P (fun a => c * M a) = binder P M := by
  have h2 : P.mean (fun a => (c * M a) ^ 2) = c ^ 2 * P.mean (fun a => M a ^ 2) := by
    refine Eq.trans (P.mean_quartic M _ 0 0 (c ^ 2) 0 0 (fun a => by ring)) ?_
    ring
  have h4 : P.mean (fun a => (c * M a) ^ 4) = c ^ 4 * P.mean (fun a => M a ^ 4) := by
    refine Eq.trans (P.mean_quartic M _ 0 0 0 0 (c ^ 4) (fun a => by ring)) ?_
    ring
  unfold binder
  rw [h2, h4, show 3 * (c ^ 2 * P.mean (fun a => M a ^ 2)) ^ 2
    = c ^ 4 * (3 * P.mean (fun a => M a ^ 2) ^ 2) by ring,
    mul_div_mul_left _ _ (pow_ne_zero 4 hc)]
```

For a fixed site distribution the cumulant is a constant divided by $N$, so it tends to zero as $N$ grows. In the nearest-neighbour Ising ferromagnet at zero field, the cumulant also tends to zero with system size above the critical temperature; here the limit is established for non-interacting sites only. The proof uses the formula from $N=1$ onwards, which is enough for a limit.

```lean
/-- For independent, identically distributed sites with mean zero and positive variance, the
Binder cumulant of the total spin tends to zero as the number of sites grows. -/
theorem binder_tendsto_zero (P : FiniteLaw Ω) (x : Ω → ℝ) (hx : P.mean x = 0)
    (hpos : 0 < P.mean (fun a => x a ^ 2)) :
    Filter.Tendsto (fun N : ℕ => binder (P.iid N) (totalSpin x)) Filter.atTop (nhds 0) := by
  have h := tendsto_const_div_atTop_nhds_zero_nat
    ((3 - P.mean (fun a => x a ^ 4) / P.mean (fun a => x a ^ 2) ^ 2) / 3)
  refine h.congr' ?_
  filter_upwards [Filter.eventually_ge_atTop 1] with N hN
  rw [binder_totalSpin P x hN hx rfl rfl hpos, div_div]
```

## Free Ising spins

Without coupling or field, both orientations of an Ising spin have probability $1/2$. They are represented by the two values of `Bool`.

```lean
/-- A free Ising spin: both orientations have probability one half. -/
def isingLaw : FiniteLaw Bool where
  weight _ := 1 / 2
  nonneg _ := by norm_num
  total := by norm_num [Fintype.sum_bool]
```

The spin values are $+1$ and $-1$.

```lean
/-- The value `+1` or `-1` of an Ising spin. -/
def isingSpin (b : Bool) : ℝ := if b then 1 else -1
```

The mean is $0$, and $v=m=1$ because the square and the fourth power of the spin are always 1. The formula gives $(3-1)/(3N)=2/(3N)$, which is $2/3$ for a single spin. For $N\ge2$, a program that proposes Metropolis flips site after site in a fixed order and measures once per sweep does not reproduce $2/(3N)$. Without coupling or field every flip is accepted, so each sweep turns $S_N$ into $-S_N$. Measured once per sweep, $S_N^2$ never changes, and if it is nonzero the reported cumulant is $2/3$ for every $N$.

```lean
/-- The total magnetisation of `N ≥ 1` free Ising spins has Binder cumulant `2 / (3N)`. -/
theorem binder_ising {N : ℕ} (hN : 1 ≤ N) :
    binder (isingLaw.iid N) (totalSpin isingSpin) = 2 / (3 * N) := by
  rw [binder_totalSpin isingLaw isingSpin (v := 1) (m := 1) hN
    (by norm_num [FiniteLaw.mean, isingLaw, isingSpin, Fintype.sum_bool])
    (by norm_num [FiniteLaw.mean, isingLaw, isingSpin, Fintype.sum_bool])
    (by norm_num [FiniteLaw.mean, isingLaw, isingSpin, Fintype.sum_bool]) one_pos]
  norm_num
```

## Free spin-one sites

A spin-one site takes the values $1,0,-1$ with probabilities $q/2,\,1-q,\,q/2$. The parameter $q$ is the probability that the site is magnetic. If the states $\pm1$ lie an energy $D$ above the state $0$, then at inverse temperature $\beta$ it is $q=2e^{-\beta D}/(1+2e^{-\beta D})$. The Lean definition takes $q$ itself as the parameter, with $0\le q\le1$.

```lean
/-- The law of a free spin-one site: its three states, listed in the order of the spin values
`1, 0, -1` that they stand for, have probabilities `q/2, 1 - q, q/2`. -/
def spinOneLaw (q : ℝ) (h0 : 0 ≤ q) (h1 : q ≤ 1) : FiniteLaw (Fin 3) where
  weight := ![q / 2, 1 - q, q / 2]
  nonneg a := by fin_cases a <;> simp <;> linarith
  total := by
    simp [Fin.sum_univ_three]
    linarith
```

The mean is $q/2-q/2=0$, and both the second and the fourth moment are $q/2+q/2=q$. Hence $m/v^2=q/q^2=1/q$, and for $q>0$ the cumulant is $(3-1/q)/(3N)$. At $q=1$ this is the Ising value. In the proof, `hsum` writes the single-site average as a sum of three terms, from which `hx`, `hv` and `hm` follow.

```lean
/-- For `N ≥ 1` free spin-one sites, each nonzero with probability `q > 0`, the Binder
cumulant of the total spin is `(3 - 1/q) / (3N)`. -/
theorem binder_spinOne {q : ℝ} (h0 : 0 < q) (h1 : q ≤ 1) {N : ℕ} (hN : 1 ≤ N) :
    binder ((spinOneLaw q h0.le h1).iid N) (totalSpin ![1, 0, -1])
      = (3 - 1 / q) / (3 * N) := by
  have hq : q / q ^ 2 = 1 / q := by field_simp
  -- the average over one site, written out over its three states
  have hsum : ∀ f : Fin 3 → ℝ, (spinOneLaw q h0.le h1).mean f
      = q / 2 * f 0 + (1 - q) * f 1 + q / 2 * f 2 := fun f => Fin.sum_univ_three _
  have hx : (spinOneLaw q h0.le h1).mean ![1, 0, -1] = 0 := by
    rw [hsum]
    change q / 2 * 1 + (1 - q) * 0 + q / 2 * (-1) = 0
    ring
  have hv : (spinOneLaw q h0.le h1).mean (fun a => (![1, 0, -1] : Fin 3 → ℝ) a ^ 2) = q := by
    rw [hsum]
    change q / 2 * 1 ^ 2 + (1 - q) * 0 ^ 2 + q / 2 * (-1) ^ 2 = q
    ring
  have hm : (spinOneLaw q h0.le h1).mean (fun a => (![1, 0, -1] : Fin 3 → ℝ) a ^ 4) = q := by
    rw [hsum]
    change q / 2 * 1 ^ 4 + (1 - q) * 0 ^ 4 + q / 2 * (-1) ^ 4 = q
    ring
  rw [binder_totalSpin (spinOneLaw q h0.le h1) ![1, 0, -1] hN hx hv hm h0, hq]

end

end BinderCumulant
```

```lean
#print axioms BinderCumulant.binder_const_mul
#print axioms BinderCumulant.binder_tendsto_zero
#print axioms BinderCumulant.binder_ising
#print axioms BinderCumulant.binder_spinOne
```

```
'BinderCumulant.binder_const_mul' depends on axioms: [propext, Classical.choice, Quot.sound]
'BinderCumulant.binder_tendsto_zero' depends on axioms: [propext, Classical.choice, Quot.sound]
'BinderCumulant.binder_ising' depends on axioms: [propext, Classical.choice, Quot.sound]
'BinderCumulant.binder_spinOne' depends on axioms: [propext, Classical.choice, Quot.sound]
```
